# Gap matrices that square to one: an anticommuting term adds in quadrature, a commuting term adds or subtracts

A code that combines two gap amplitudes $r$ and $m$ as $\sqrt{r^2+m^2}$ without checking how their matrices commute can report a gap where there is none. At $r=m=1$ the formula gives $\sqrt2$, but the spectrum contains zero if the first term is $xA+yB$ with real $x,y$ and $x^2+y^2=r^2$, where $A$ and $B$ anticommute and square to one, and the matrix of the second term, which also squares to one, commutes with both of them.

## Two spectra for one Hamiltonian

Let $A,B,C$ be complex matrices with $A^2=B^2=C^2=1$ and $AB=-BA$. For real $x,y,m$, put

$$D=xA+yB,\qquad H=D+mC,\qquad r=\sqrt{x^2+y^2}.$$

- If $C$ anticommutes with $A$ and $B$ (compatible gaps), every eigenvalue satisfies $E^2=r^2+m^2$.
- If $C$ commutes with both (competing gaps) and $m\ge0$, every eigenvalue has $|E|=r+m$ or $|E|=|r-m|$, and both values occur.

Squaring to one means that $xA$, $yB$ and $mC$, each taken alone, have energies of a single magnitude: $|x|$, $|y|$ and $|m|$ respectively.

## A check on Bogoliubov–de Gennes spectra

In a mean-field Bogoliubov–de Gennes Hamiltonian at one momentum, $x$ can be the normal-state energy measured from the chemical potential, $y$ a real pairing amplitude and $m$ half the Zeeman splitting. If the Zeeman matrix commutes with the other two, the result gives reference values for the diagonaliser and shows that a level lies at zero energy at that momentum exactly when $r=|m|$. Evaluating $AC\pm CA$ and $BC\pm CB$ shows which case applies, if either does.

## From the squared Hamiltonian to the energies

Since $AB+BA=0$, we have $D^2=x^2+y^2+xy(AB+BA)=r^2$ (`dirac_sq`).

**Compatible gaps.** Here $DC=-CD$, so

$$H^2=D^2+m(DC+CD)+m^2C^2=r^2+m^2.$$

Applying this to $Hv=Ev$ with $v\ne0$ gives $E^2=r^2+m^2$. Zero energy therefore forces $x=y=m=0$; conversely, $H$ is then the zero matrix.

**Competing gaps.** Now $DC=CD$, hence

$$H^2=r^2+m^2+2mDC,\qquad (DC)^2=D^2C^2=r^2.$$

On an eigenvector, $2mDCv=(E^2-r^2-m^2)v$. Applying $2mDC$ again gives $(E^2-r^2-m^2)^2=4m^2r^2$, which factors as

$$\bigl(E^2-(r+m)^2\bigr)\bigl(E^2-(r-m)^2\bigr)=0.$$

**Both branches occur.** Let $w$ be the all-ones vector. If $w+Cw\ne0$, it is an eigenvector of $C$ with eigenvalue $1$; otherwise $w$ is one with eigenvalue $-1$. Call the eigenvector $v$ and its eigenvalue $c$.

For either sign $s=\pm1$, set $q=sr$ and $u=qv+Dv$. Then $Du=qu$ and $Cu=cu$. If $u=0$, then $Dv=-qv$. For $q=0$, $v$ itself serves. For $q\ne0$, use $D'=-yA+xB$, which satisfies $D'^2=r^2$, $DD'=-D'D$ and $CD'=D'C$. The vector $D'v$ is nonzero because $D'^2v=r^2v$, and $DD'v=-D'Dv=qD'v$.

Thus $H$ has the eigenvalues $sr+mc$. Choosing $s=c$ gives $c(r+m)$, and $s=-c$ gives $-c(r-m)$. Since $r\ge0$, one of these can vanish only when $r=|m|$, and then one does.

## The Lean file

`IsDiracPair` holds the conditions on $A$ and $B$; `dirac`, `amp` and `twoGap` are $D$, $r$ and $H$. `IsEnergy H E` says that a nonzero vector satisfies $Hv=Ev$, with $E$ complex, so `‖E‖` is its modulus.

```lean
import Mathlib

open Matrix
open scoped Kronecker

namespace CompetingGaps

noncomputable section

variable {n : Type*} [Fintype n] [DecidableEq n]

/-- Two matrices that square to one and anticommute. -/
structure IsDiracPair (A B : Matrix n n ℂ) : Prop where
  sqA : A * A = 1
  sqB : B * B = 1
  anti : A * B = -(B * A)

/-- The two-component term `xA + yB`. -/
def dirac (x y : ℝ) (A B : Matrix n n ℂ) : Matrix n n ℂ := (x : ℂ) • A + (y : ℂ) • B

/-- The amplitude `r = √(x² + y²)` of the two-component term. -/
def amp (x y : ℝ) : ℝ := √(x ^ 2 + y ^ 2)

/-- The Hamiltonian `xA + yB + mC`. -/
def twoGap (x y m : ℝ) (A B C : Matrix n n ℂ) : Matrix n n ℂ :=
  dirac x y A B + (m : ℂ) • C

/-- `E` is an eigenvalue of `H`, with a nonzero eigenvector. -/
def IsEnergy (H : Matrix n n ℂ) (E : ℂ) : Prop := ∃ v : n → ℂ, v ≠ 0 ∧ H *ᵥ v = E • v

/-- The Pauli matrix `σx`. -/
def σx : Matrix (Fin 2) (Fin 2) ℂ := !![0, 1; 1, 0]

/-- The Pauli matrix `σy`. -/
def σy : Matrix (Fin 2) (Fin 2) ℂ := !![0, -Complex.I; Complex.I, 0]

/-- The Pauli matrix `σz`. -/
def σz : Matrix (Fin 2) (Fin 2) ℂ := !![1, 0; 0, -1]

variable {A B C : Matrix n n ℂ}

/-- The two-component term squares to `r²` times the identity. -/
theorem dirac_sq (h : IsDiracPair A B) (x y : ℝ) :
    dirac x y A B * dirac x y A B = ((amp x y : ℂ) ^ 2) • (1 : Matrix n n ℂ) := by
  have hr : (amp x y : ℂ) ^ 2 = (x : ℂ) ^ 2 + (y : ℂ) ^ 2 := by
    unfold amp
    rw [← Complex.ofReal_pow, Real.sq_sqrt (by positivity)]
    simp
  rw [hr]
  simp only [dirac, add_mul, mul_add, smul_mul_assoc, mul_smul_comm, h.sqA, h.sqB, h.anti]
  module

/-- If a matrix squares to a number `c`, each of its eigenvalues squares to `c`. -/
theorem energy_sq {H : Matrix n n ℂ} {c E : ℂ} (hH : H * H = c • (1 : Matrix n n ℂ))
    (hE : IsEnergy H E) : E ^ 2 = c := by
  obtain ⟨v, hv0, hv⟩ := hE
  have h1 : (H * H) *ᵥ v = (E ^ 2) • v := by
    rw [← Matrix.mulVec_mulVec, hv, Matrix.mulVec_smul, hv, smul_smul, sq]
  rw [hH, Matrix.smul_mulVec, Matrix.one_mulVec] at h1
  obtain ⟨i, hi⟩ := Function.ne_iff.mp hv0
  have h2 := congrFun h1 i
  simp only [Pi.smul_apply, smul_eq_mul] at h2
  exact mul_right_cancel₀ hi h2.symm

/-- Compatible gaps: if `C` anticommutes with `A` and `B`, every eigenvalue obeys
`E² = r² + m²`. -/
theorem compatible_energy (h : IsDiracPair A B) (hC : C * C = 1) (hAC : A * C = -(C * A))
    (hBC : B * C = -(C * B)) {x y m : ℝ} {E : ℂ} (hE : IsEnergy (twoGap x y m A B C) E) :
    E ^ 2 = (amp x y : ℂ) ^ 2 + (m : ℂ) ^ 2 := by
  refine energy_sq ?_ hE
  have hD := dirac_sq h x y
  have hDC : dirac x y A B * C = -(C * dirac x y A B) := by
    simp only [dirac, add_mul, mul_add, smul_mul_assoc, mul_smul_comm, hAC, hBC]
    module
  unfold twoGap
  generalize dirac x y A B = D at hD hDC ⊢
  -- the cross terms cancel
  simp only [add_mul, mul_add, smul_mul_assoc, mul_smul_comm, hD, hC, hDC]
  module

/-- With compatible gaps, zero is an eigenvalue exactly when `x`, `y` and `m` all vanish. -/
theorem compatible_closes_iff [Nonempty n] (h : IsDiracPair A B) (hC : C * C = 1)
    (hAC : A * C = -(C * A)) (hBC : B * C = -(C * B)) (x y m : ℝ) :
    IsEnergy (twoGap x y m A B C) 0 ↔ x = 0 ∧ y = 0 ∧ m = 0 := by
  constructor
  · intro hE
    have h0 := compatible_energy h hC hAC hBC hE
    have h1 : (0 : ℝ) ^ 2 = amp x y ^ 2 + m ^ 2 := by exact_mod_cast h0
    rw [amp, Real.sq_sqrt (by positivity)] at h1
    refine ⟨?_, ?_, ?_⟩ <;> refine (pow_eq_zero_iff two_ne_zero).1 ?_ <;>
      nlinarith [sq_nonneg x, sq_nonneg y, sq_nonneg m]
  · rintro ⟨rfl, rfl, rfl⟩
    exact ⟨fun _ => 1, fun h1 => (one_ne_zero : (1 : ℂ) ≠ 0)
      (congrFun h1 (Classical.arbitrary n)), by simp [twoGap, dirac]⟩

/-- Competing gaps: if `C` commutes with `A` and `B`, every eigenvalue obeys
`E² = (r + m)²` or `E² = (r - m)²`. -/
theorem competing_energy (h : IsDiracPair A B) (hC : C * C = 1) (hAC : A * C = C * A)
    (hBC : B * C = C * B) {x y m : ℝ} {E : ℂ} (hE : IsEnergy (twoGap x y m A B C) E) :
    E ^ 2 = ((amp x y + m : ℝ) : ℂ) ^ 2 ∨ E ^ 2 = ((amp x y - m : ℝ) : ℂ) ^ 2 := by
  have hD := dirac_sq h x y
  have hDC : dirac x y A B * C = C * dirac x y A B := by
    simp only [dirac, add_mul, mul_add, smul_mul_assoc, mul_smul_comm, hAC, hBC]
  unfold twoGap at hE
  generalize dirac x y A B = D at hD hDC hE
  obtain ⟨v, hv0, hv⟩ := hE
  have h4 : D * C * (D * C) = ((amp x y : ℂ) ^ 2) • (1 : Matrix n n ℂ) := by
    calc D * C * (D * C) = D * (C * D) * C := by noncomm_ring
      _ = D * D * (C * C) := by rw [← hDC]; noncomm_ring
      _ = _ := by rw [hD, hC, mul_one]
  -- the part of `H²` that is not a number is `2m DC`
  have hH : (D + (m : ℂ) • C) * (D + (m : ℂ) • C) =
      ((amp x y : ℂ) ^ 2 + (m : ℂ) ^ 2) • (1 : Matrix n n ℂ) + (2 * (m : ℂ)) • (D * C) := by
    simp only [add_mul, mul_add, smul_mul_assoc, mul_smul_comm, hD, hC, hDC]
    module
  have h2 : ((D + (m : ℂ) • C) * (D + (m : ℂ) • C)) *ᵥ v = (E ^ 2) • v := by
    rw [← Matrix.mulVec_mulVec, hv, Matrix.mulVec_smul, hv, smul_smul, sq]
  have hQ : ((2 * (m : ℂ)) • (D * C)) *ᵥ v =
      (E ^ 2 - ((amp x y : ℂ) ^ 2 + (m : ℂ) ^ 2)) • v := by
    rw [hH] at h2
    simp only [Matrix.add_mulVec, Matrix.smul_mulVec, Matrix.one_mulVec] at h2 ⊢
    linear_combination (norm := module) h2
  have h3 := energy_sq (c := 4 * (m : ℂ) ^ 2 * (amp x y : ℂ) ^ 2) (by
    rw [smul_mul_assoc, mul_smul_comm, h4, smul_smul, smul_smul]
    congr 1
    ring) ⟨v, hv0, hQ⟩
  have hf : (E ^ 2 - ((amp x y + m : ℝ) : ℂ) ^ 2) *
      (E ^ 2 - ((amp x y - m : ℝ) : ℂ) ^ 2) = 0 := by
    push_cast
    linear_combination h3
  exact (mul_eq_zero.1 hf).imp sub_eq_zero.1 sub_eq_zero.1

/-- If `C` commutes with `A` and `B`, some eigenvalue `c = ±1` of `C` is shared by
eigenvectors of `xA + yB` with eigenvalue `r` and with eigenvalue `-r`. -/
theorem joint_state [Nonempty n] (h : IsDiracPair A B) (hC : C * C = 1)
    (hAC : A * C = C * A) (hBC : B * C = C * B) (x y : ℝ) :
    ∃ c : ℂ, c ^ 2 = 1 ∧ ∀ s : ℂ, s ^ 2 = 1 → ∃ u : n → ℂ, u ≠ 0 ∧ C *ᵥ u = c • u ∧
      dirac x y A B *ᵥ u = (s * (amp x y : ℂ)) • u := by
  have hcomm : ∀ a b : ℝ, C * dirac a b A B = dirac a b A B * C := by
    intro a b
    simp only [dirac, add_mul, mul_add, smul_mul_assoc, mul_smul_comm, hAC, hBC]
  have hanti : dirac x y A B * dirac (-y) x A B = -(dirac (-y) x A B * dirac x y A B) := by
    simp only [dirac, add_mul, mul_add, smul_mul_assoc, mul_smul_comm, h.sqA, h.sqB, h.anti,
      Complex.ofReal_neg]
    module
  have hamp : amp (-y) x = amp x y := by simp [amp, add_comm]
  have hex : ∃ (c : ℂ) (v : n → ℂ), c ^ 2 = 1 ∧ v ≠ 0 ∧ C *ᵥ v = c • v := by
    by_cases h0 : (fun _ => 1 : n → ℂ) + C *ᵥ (fun _ => 1 : n → ℂ) = 0
    · refine ⟨-1, fun _ => 1, by norm_num, fun h1 => ?_, ?_⟩
      · exact (one_ne_zero : (1 : ℂ) ≠ 0) (congrFun h1 (Classical.arbitrary n))
      · rw [neg_one_smul]
        exact eq_neg_of_add_eq_zero_right h0
    · refine ⟨1, _, by norm_num, h0, ?_⟩
      rw [Matrix.mulVec_add, Matrix.mulVec_mulVec, hC, Matrix.one_mulVec, one_smul, add_comm]
  obtain ⟨c, v, hc, hv0, hcv⟩ := hex
  refine ⟨c, hc, fun s hs => ?_⟩
  have hM : ∀ M : Matrix n n ℂ, C * M = M * C → C *ᵥ (M *ᵥ v) = c • (M *ᵥ v) := by
    intro M hM
    rw [Matrix.mulVec_mulVec, hM, ← Matrix.mulVec_mulVec, hcv, Matrix.mulVec_smul]
  obtain ⟨q, hqs⟩ : ∃ q : ℂ, q = s * (amp x y : ℂ) := ⟨_, rfl⟩
  have hq : q ^ 2 = (amp x y : ℂ) ^ 2 := by rw [hqs, mul_pow, hs, one_mul]
  rw [← hqs]
  have hDD : dirac x y A B *ᵥ (dirac x y A B *ᵥ v) = (q ^ 2) • v := by
    rw [Matrix.mulVec_mulVec, dirac_sq h, Matrix.smul_mulVec, Matrix.one_mulVec, hq]
  by_cases hu : q • v + dirac x y A B *ᵥ v = 0
  · have hDv := eq_neg_of_add_eq_zero_right hu
    by_cases hq0 : q = 0
    · exact ⟨v, hv0, hcv, by rw [hDv, hq0]; simp⟩
    -- the rotated partner `-yA + xB` flips the sign
    · refine ⟨dirac (-y) x A B *ᵥ v, fun hz => ?_, hM _ (hcomm _ _), ?_⟩
      · have h5 : dirac (-y) x A B *ᵥ (dirac (-y) x A B *ᵥ v) = (q ^ 2) • v := by
          rw [Matrix.mulVec_mulVec, dirac_sq h, Matrix.smul_mulVec, Matrix.one_mulVec, hq, hamp]
        rw [hz, Matrix.mulVec_zero] at h5
        exact hv0 ((smul_eq_zero.1 h5.symm).resolve_left (pow_ne_zero 2 hq0))
      · rw [Matrix.mulVec_mulVec, hanti, Matrix.neg_mulVec, ← Matrix.mulVec_mulVec, hDv,
          Matrix.mulVec_neg, Matrix.mulVec_smul, neg_neg]
  · refine ⟨_, hu, ?_, ?_⟩
    · rw [Matrix.mulVec_add, Matrix.mulVec_smul, hcv, hM _ (hcomm x y)]
      module
    · rw [Matrix.mulVec_add, Matrix.mulVec_smul, hDD]
      module

/-- With competing gaps, both `E² = (r + m)²` and `E² = (r - m)²` occur in the spectrum. -/
theorem competing_attained [Nonempty n] (h : IsDiracPair A B) (hC : C * C = 1)
    (hAC : A * C = C * A) (hBC : B * C = C * B) (x y m : ℝ) :
    (∃ E, IsEnergy (twoGap x y m A B C) E ∧ E ^ 2 = ((amp x y + m : ℝ) : ℂ) ^ 2) ∧
    (∃ E, IsEnergy (twoGap x y m A B C) E ∧ E ^ 2 = ((amp x y - m : ℝ) : ℂ) ^ 2) := by
  obtain ⟨c, hc, hs⟩ := joint_state h hC hAC hBC x y
  have key : ∀ s : ℂ, s ^ 2 = 1 →
      IsEnergy (twoGap x y m A B C) (s * (amp x y : ℂ) + m * c) := by
    intro s h1
    obtain ⟨u, hu0, hCu, hDu⟩ := hs s h1
    refine ⟨u, hu0, ?_⟩
    rw [twoGap, Matrix.add_mulVec, Matrix.smul_mulVec, hCu, hDu]
    module
  refine ⟨⟨_, key c hc, ?_⟩, ⟨_, key (-c) (by rw [neg_sq, hc]), ?_⟩⟩
  · push_cast
    linear_combination ((amp x y : ℂ) + m) ^ 2 * hc
  · push_cast
    linear_combination ((amp x y : ℂ) - m) ^ 2 * hc

/-- Competing gaps with `m ≥ 0`: every eigenvalue has modulus `r + m` or `|r - m|`, and
both moduli occur. -/
theorem competing_gaps [Nonempty n] (h : IsDiracPair A B) (hC : C * C = 1)
    (hAC : A * C = C * A) (hBC : B * C = C * B) (x y : ℝ) {m : ℝ} (hm : 0 ≤ m) :
    (∀ E, IsEnergy (twoGap x y m A B C) E → ‖E‖ = amp x y + m ∨ ‖E‖ = |amp x y - m|) ∧
    (∃ E, IsEnergy (twoGap x y m A B C) E ∧ ‖E‖ = amp x y + m) ∧
    (∃ E, IsEnergy (twoGap x y m A B C) E ∧ ‖E‖ = |amp x y - m|) := by
  have key : ∀ (E : ℂ) (t : ℝ), E ^ 2 = (t : ℂ) ^ 2 → ‖E‖ = |t| := by
    intro E t ht
    rcases sq_eq_sq_iff_eq_or_eq_neg.1 ht with h1 | h1
    · rw [h1, Complex.norm_real, Real.norm_eq_abs]
    · rw [h1, norm_neg, Complex.norm_real, Real.norm_eq_abs]
  have hp : |amp x y + m| = amp x y + m :=
    abs_of_nonneg (add_nonneg (Real.sqrt_nonneg _) hm)
  obtain ⟨⟨E, hE, h1⟩, ⟨F, hF, h2⟩⟩ := competing_attained h hC hAC hBC x y m
  refine ⟨fun G hG => ?_, ⟨E, hE, (key _ _ h1).trans hp⟩, ⟨F, hF, key _ _ h2⟩⟩
  exact (competing_energy h hC hAC hBC hG).imp (fun h3 => (key _ _ h3).trans hp) (key _ _)

/-- With competing gaps, zero is an eigenvalue exactly when `r = |m|`. -/
theorem competing_closes_iff [Nonempty n] (h : IsDiracPair A B) (hC : C * C = 1)
    (hAC : A * C = C * A) (hBC : B * C = C * B) (x y m : ℝ) :
    IsEnergy (twoGap x y m A B C) 0 ↔ amp x y = |m| := by
  have hr : 0 ≤ amp x y := Real.sqrt_nonneg _
  have key : ∀ t : ℝ, (0 : ℂ) ^ 2 = (t : ℂ) ^ 2 → t = 0 := by
    intro t ht
    have h1 : (t : ℂ) ^ 2 = 0 := by rw [← ht]; norm_num
    exact Complex.ofReal_eq_zero.1 ((pow_eq_zero_iff two_ne_zero).1 h1)
  constructor
  · intro hE
    rcases competing_energy h hC hAC hBC hE with h1 | h1
    · have h2 := key _ h1
      rw [abs_of_nonpos (by linarith)]
      linarith
    · have h2 := key _ h1
      rw [abs_of_nonneg (by linarith)]
      linarith
  · intro hm
    obtain ⟨⟨E, hE, h1⟩, ⟨F, hF, h2⟩⟩ := competing_attained h hC hAC hBC x y m
    rcases le_total 0 m with h0 | h0
    · rw [abs_of_nonneg h0] at hm
      rw [hm, sub_self, Complex.ofReal_zero, zero_pow two_ne_zero] at h2
      rwa [(pow_eq_zero_iff two_ne_zero).1 h2] at hF
    · rw [abs_of_nonpos h0] at hm
      rw [hm, neg_add_cancel, Complex.ofReal_zero, zero_pow two_ne_zero] at h1
      rwa [(pow_eq_zero_iff two_ne_zero).1 h1] at hE

/-- For the pair `σx ⊗ 1`, `σy ⊗ 1`, the matrix `σz ⊗ 1` squares to one and anticommutes with
both, while `1 ⊗ σz` squares to one and commutes with both. -/
theorem gaps_witness :
    IsDiracPair (σx ⊗ₖ (1 : Matrix (Fin 2) (Fin 2) ℂ)) (σy ⊗ₖ (1 : Matrix (Fin 2) (Fin 2) ℂ)) ∧
    (∀ P ∈ ({σx, σy} : Set (Matrix (Fin 2) (Fin 2) ℂ)),
      (P ⊗ₖ (1 : Matrix (Fin 2) (Fin 2) ℂ)) * (σz ⊗ₖ (1 : Matrix (Fin 2) (Fin 2) ℂ)) =
        -((σz ⊗ₖ (1 : Matrix (Fin 2) (Fin 2) ℂ)) * (P ⊗ₖ (1 : Matrix (Fin 2) (Fin 2) ℂ))) ∧
      (P ⊗ₖ (1 : Matrix (Fin 2) (Fin 2) ℂ)) * ((1 : Matrix (Fin 2) (Fin 2) ℂ) ⊗ₖ σz) =
        ((1 : Matrix (Fin 2) (Fin 2) ℂ) ⊗ₖ σz) * (P ⊗ₖ (1 : Matrix (Fin 2) (Fin 2) ℂ))) ∧
    (σz ⊗ₖ (1 : Matrix (Fin 2) (Fin 2) ℂ)) * (σz ⊗ₖ (1 : Matrix (Fin 2) (Fin 2) ℂ)) = 1 ∧
    ((1 : Matrix (Fin 2) (Fin 2) ℂ) ⊗ₖ σz) * ((1 : Matrix (Fin 2) (Fin 2) ℂ) ⊗ₖ σz) = 1 := by
  have hx : σx * σx = 1 := by
    ext i j; fin_cases i <;> fin_cases j <;> simp [σx, Matrix.mul_apply, Fin.sum_univ_succ]
  have hy : σy * σy = 1 := by
    ext i j; fin_cases i <;> fin_cases j <;> simp [σy, Matrix.mul_apply, Fin.sum_univ_succ]
  have hz : σz * σz = 1 := by
    ext i j; fin_cases i <;> fin_cases j <;> simp [σz, Matrix.mul_apply, Fin.sum_univ_succ]
  have hxy : σx * σy = -(σy * σx) := by
    ext i j; fin_cases i <;> fin_cases j <;> simp [σx, σy, Matrix.mul_apply, Fin.sum_univ_succ]
  have hxz : σx * σz = -(σz * σx) := by
    ext i j; fin_cases i <;> fin_cases j <;> simp [σx, σz, Matrix.mul_apply, Fin.sum_univ_succ]
  have hyz : σy * σz = -(σz * σy) := by
    ext i j; fin_cases i <;> fin_cases j <;> simp [σy, σz, Matrix.mul_apply, Fin.sum_univ_succ]
  -- anticommutation survives the tensor product with the identity
  have lift : ∀ P Q : Matrix (Fin 2) (Fin 2) ℂ, P * Q = -(Q * P) →
      (P ⊗ₖ (1 : Matrix (Fin 2) (Fin 2) ℂ)) * (Q ⊗ₖ (1 : Matrix (Fin 2) (Fin 2) ℂ)) =
      -((Q ⊗ₖ (1 : Matrix (Fin 2) (Fin 2) ℂ)) * (P ⊗ₖ (1 : Matrix (Fin 2) (Fin 2) ℂ))) := by
    intro P Q hPQ
    rw [← Matrix.mul_kronecker_mul, ← Matrix.mul_kronecker_mul, hPQ]
    ext ⟨i, k⟩ ⟨j, l⟩
    simp only [Matrix.kroneckerMap_apply, Matrix.neg_apply, neg_mul]
  refine ⟨⟨?_, ?_, lift _ _ hxy⟩, ?_, ?_, ?_⟩
  · rw [← Matrix.mul_kronecker_mul, hx, one_mul, Matrix.one_kronecker_one]
  · rw [← Matrix.mul_kronecker_mul, hy, one_mul, Matrix.one_kronecker_one]
  · intro P hP
    refine ⟨?_, by simp only [← Matrix.mul_kronecker_mul, one_mul, mul_one]⟩
    rcases hP with rfl | rfl
    · exact lift _ _ hxz
    · exact lift _ _ hyz
  · rw [← Matrix.mul_kronecker_mul, hz, one_mul, Matrix.one_kronecker_one]
  · rw [← Matrix.mul_kronecker_mul, hz, one_mul, Matrix.one_kronecker_one]

end

end CompetingGaps
```

```lean
#print axioms CompetingGaps.energy_sq
#print axioms CompetingGaps.compatible_closes_iff
#print axioms CompetingGaps.competing_gaps
#print axioms CompetingGaps.competing_closes_iff
```

```
'CompetingGaps.energy_sq' depends on axioms: [propext, Classical.choice, Quot.sound]
'CompetingGaps.compatible_closes_iff' depends on axioms: [propext, Classical.choice, Quot.sound]
'CompetingGaps.competing_gaps' depends on axioms: [propext, Classical.choice, Quot.sound]
'CompetingGaps.competing_closes_iff' depends on axioms: [propext, Classical.choice, Quot.sound]
```

## How the proof runs, and where it stops

`energy_sq` turns a matrix identity $H^2=c$ into $E^2=c$ by cancelling a nonzero component of the eigenvector. In the two energy theorems, `simp only` expands the products and `module` collects the coefficients; in `competing_energy`, `linear_combination` then supplies the factorisation. `joint_state` builds the common eigenvectors by the case split above, and `competing_attained` inserts them into $H$.

The matrices are finite, and `[Nonempty n]` excludes size zero where an eigenvector must exist. Hermiticity is not assumed, so the theorems include the Hermitian case. `gaps_witness` gives $4\times4$ Pauli products that meet the algebraic conditions of each case.

The theorems fix magnitudes, not multiplicities, and do not promise both signs of each energy: with $C=1$, the spectrum is $m\pm r$. They don't treat a $C$ that commutes with one of $A,B$ and anticommutes with the other, nor do they minimise the gap over momentum, solve for a self-consistent pairing amplitude or bound rounding error.
